# Unpolarized electrons stay unpolarized in first-Born scattering by an electrostatic potential

## Spin amplitude and polarization

Let \(M\) be the complex \(2\times2\) matrix that takes the spin state of an electron with momentum \(\mathbf p\) to its spin state with momentum \(\mathbf p'\) after scattering from a static external field. If the incoming beam is unpolarized, its spin density matrix is \(\tfrac12\mathbb 1\), and the scattered one is proportional to \(MM^\dagger\). The scattered beam therefore has the polarization vector

\[
\mathbf P=\frac{\operatorname{Tr}(MM^\dagger\boldsymbol\sigma)}{\operatorname{Tr}(MM^\dagger)} .
\]

The question is when \(\mathbf P\) vanishes.

Units are \(\hbar=c=1\), \(E\) is the energy and \(m\) the mass. The components \(k=0,1,2\) stand for \(x,y,z\), so \(\sigma_0\) is the Pauli matrix \(\sigma_x\) and not the identity. For complex \(f,g\) and a real vector \(\mathbf v\), write

\[
M=f+i g\,\boldsymbol\sigma\cdot\mathbf v .
\]

Many texts absorb the \(i\) into \(g\); the imaginary part in the result below then becomes a real part.

## Polarization measures a relative phase

For a unit vector \(\mathbf n\) and \(f,g\) not both zero, the claim is

\[
\mathbf P=\frac{2\,\mathrm{Im}(fg^*)}{|f|^2+|g|^2}\,\mathbf n .
\]

To derive it, keep \(\mathbf v\) general and use \((\boldsymbol\sigma\cdot\mathbf v)^2=\mathbf v\cdot\mathbf v\):

\[
\begin{aligned}
MM^\dagger&=(f+ig\,\boldsymbol\sigma\cdot\mathbf v)(f^*-ig^*\boldsymbol\sigma\cdot\mathbf v)\\
&=|f|^2+|g|^2\,\mathbf v\cdot\mathbf v+i(gf^*-fg^*)\,\boldsymbol\sigma\cdot\mathbf v\\
&=|f|^2+|g|^2\,\mathbf v\cdot\mathbf v+2\,\mathrm{Im}(fg^*)\,\boldsymbol\sigma\cdot\mathbf v .
\end{aligned}
\]

Since \(\operatorname{Tr}\sigma_k=0\) and \(\operatorname{Tr}(\sigma_j\sigma_k)=2\delta_{jk}\),

\[
\operatorname{Tr}(MM^\dagger)=2(|f|^2+|g|^2\,\mathbf v\cdot\mathbf v),\qquad
\operatorname{Tr}(MM^\dagger\sigma_k)=4\,\mathrm{Im}(fg^*)\,v_k .
\]

Setting \(\mathbf v=\mathbf n\) and dividing gives the claim.

## The electrostatic Born matrix has real amplitudes

A Dirac spinor with two-component spin state \(\chi\) has upper part \(\sqrt{E+m}\,\chi\) and lower part \(\boldsymbol\sigma\cdot\mathbf p\,\chi/\sqrt{E+m}\). An electrostatic potential couples to \(u'^\dagger u\), where \(u\) is the incoming and \(u'\) the outgoing spinor. Apart from a common factor, which cancels in \(\mathbf P\), the first Born amplitude is

\[
M=(E+m)+X,\qquad X=\frac{(\boldsymbol\sigma\cdot\mathbf p')(\boldsymbol\sigma\cdot\mathbf p)}{E+m}.
\]

The Pauli product \((\boldsymbol\sigma\cdot\mathbf p')(\boldsymbol\sigma\cdot\mathbf p)=\mathbf p\cdot\mathbf p'-i\boldsymbol\sigma\cdot(\mathbf p\times\mathbf p')\) puts this in the form above. With \(\mathbf n=\mathbf p\times\mathbf p'/|\mathbf p\times\mathbf p'|\),

\[
f=E+m+\frac{\mathbf p\cdot\mathbf p'}{E+m},\qquad g=-\frac{|\mathbf p\times\mathbf p'|}{E+m}.
\]

Both are real, so \(\mathrm{Im}(fg^*)=0\) and \(\mathbf P=0\). For Mott scattering, a polarization computed with an electrostatic potential must therefore come from terms beyond this single-scattering amplitude.

The limits of collinear momenta can be read off directly, using \(\mathbf p^2=E^2-m^2\). Forward scattering, \(\mathbf p'=\mathbf p\), gives \(M=2E\), which is independent of spin. Backward scattering, \(\mathbf p'=-\mathbf p\), gives \(M=2m\). This vanishes for a massless particle, and \(\mathbf P\) is then undefined.

## Vector and scalar fields together

A Lorentz-scalar potential couples to \(\bar u'u=u'^\dagger\gamma^0u\), which reverses the sign of the lower components' contribution. Let \(V\) and \(S\) be the complex strengths of the electrostatic and the scalar potential at the given momentum transfer. The electrostatic potential is the time component of a Lorentz vector, so \(V\) is called the vector strength; the spatial components are taken to be zero. Complex strengths can describe absorption, for example. Then

\[
M=V[(E+m)+X]+S[(E+m)-X]=F+iG\,\boldsymbol\sigma\cdot(\mathbf p\times\mathbf p'),
\]
\[
F=(V+S)(E+m)+(V-S)\frac{\mathbf p\cdot\mathbf p'}{E+m},\qquad G=-\frac{V-S}{E+m}.
\]

The second term of \(F\) contributes a real multiple of \(|V-S|^2\) to \(FG^*\), so only the first matters:

\[
\mathrm{Im}(FG^*)=-\mathrm{Im}\big[(V+S)(V-S)^*\big]=2\,\mathrm{Im}(VS^*).
\]

Hence \(\operatorname{Tr}(MM^\dagger\boldsymbol\sigma)=8\,\mathrm{Im}(VS^*)\,\mathbf p\times\mathbf p'\). If \(V,S\) are not both zero, then \(F,G\) are not both zero either: \(G=0\) forces \(V=S\), and then \(F=2V(E+m)\ne0\). For \(\mathbf p\times\mathbf p'\neq0\) the intensity is thus nonzero, and the polarization vanishes exactly when \(\mathrm{Im}(VS^*)=0\).

## Spin matrices and scattering amplitudes in Lean

```lean
import Mathlib

open Matrix ComplexConjugate

namespace BornPolarization

noncomputable section
```

Momenta are functions `Fin 3 → ℝ`, and spin operators are \(2\times2\) complex matrices.

```lean
/-- The three Pauli matrices. -/
def pauli : Fin 3 → Matrix (Fin 2) (Fin 2) ℂ :=
  ![!![0, 1; 1, 0], !![0, -Complex.I; Complex.I, 0], !![1, 0; 0, -1]]
```

The operator \(\boldsymbol\sigma\cdot\mathbf v\) is the sum of the Pauli matrices weighted by the real components of \(\mathbf v\).

```lean
/-- The spin operator `σ·v` for a real vector `v`. -/
def sigmaDot (v : Fin 3 → ℝ) : Matrix (Fin 2) (Fin 2) ℂ :=
  ∑ k, (v k : ℂ) • pauli k
```

The general amplitude `amp f g v` accepts a vector of any length, which later allows \(\mathbf p\times\mathbf p'\) to be used without normalization.

```lean
/-- The scattering matrix `f + i g σ·v`. -/
def amp (f g : ℂ) (v : Fin 3 → ℝ) : Matrix (Fin 2) (Fin 2) ℂ :=
  f • (1 : Matrix (Fin 2) (Fin 2) ℂ) + (Complex.I * g) • sigmaDot v
```

The superscript `ᴴ` denotes the conjugate transpose. The intensity is summed over initial and final spins, with no factor \(\tfrac12\) for the initial average.

```lean
/-- The spin-summed intensity `Tr(M M†)`. -/
def intensity (M : Matrix (Fin 2) (Fin 2) ℂ) : ℂ := (M * Mᴴ).trace
```

The polarization is defined componentwise as a complex number; the theorem for `amp` shows that its values are real for matrices \(f+ig\,\boldsymbol\sigma\cdot\mathbf n\) with a unit vector \(\mathbf n\) and \(f,g\) not both zero. Lean sets division by zero equal to zero, so each polarization theorem also states that the intensity is nonzero.

```lean
/-- The polarization vector `Tr(M M† σ) / Tr(M M†)` of an initially unpolarized beam,
meaningful for nonzero intensity. -/
def polarization (M : Matrix (Fin 2) (Fin 2) ℂ) (k : Fin 3) : ℂ :=
  (M * Mᴴ * pauli k).trace / intensity M
```

The two Born matrices are entered as definitions. Their derivation from the Dirac equation, sketched above, is the step from the physical scattering problem to this model that the theorems take as given. The energy and mass are arbitrary real numbers with \(E+m\ne0\) in the theorems; neither \(E^2=\mathbf p^2+m^2\) nor \(|\mathbf p|=|\mathbf p'|\) is required.

```lean
/-- The Born matrix `(E+m) + (σ·p')(σ·p)/(E+m)` of an electrostatic potential,
for `E + m ≠ 0`. -/
def born (E m : ℝ) (p p' : Fin 3 → ℝ) : Matrix (Fin 2) (Fin 2) ℂ :=
  ((E + m : ℝ) : ℂ) • (1 : Matrix (Fin 2) (Fin 2) ℂ)
    + (((E + m)⁻¹ : ℝ) : ℂ) • (sigmaDot p' * sigmaDot p)

/-- The Born matrix `(E+m) - (σ·p')(σ·p)/(E+m)` of a Lorentz-scalar potential,
for `E + m ≠ 0`. -/
def scalarBorn (E m : ℝ) (p p' : Fin 3 → ℝ) : Matrix (Fin 2) (Fin 2) ℂ :=
  ((E + m : ℝ) : ℂ) • (1 : Matrix (Fin 2) (Fin 2) ℂ)
    - (((E + m)⁻¹ : ℝ) : ℂ) • (sigmaDot p' * sigmaDot p)
```

The length and direction of \(\mathbf p\times\mathbf p'\) are defined separately, with `⨯₃` for the cross product and `⬝ᵥ` for the dot product.

```lean
/-- The length of `p × p'`. -/
def crossLength (p p' : Fin 3 → ℝ) : ℝ := √((p ⨯₃ p') ⬝ᵥ (p ⨯₃ p'))

/-- The normal to the scattering plane, `p × p'` divided by its length,
for `p × p' ≠ 0`. -/
def normal (p p' : Fin 3 → ℝ) : Fin 3 → ℝ := (crossLength p p')⁻¹ • (p ⨯₃ p')
```

## Pauli product and traces

The first lemma gives the four entries of \(\boldsymbol\sigma\cdot\mathbf v\).

```lean
/-- The operator `σ·v` written out as a matrix. -/
theorem sigmaDot_eq (v : Fin 3 → ℝ) :
    sigmaDot v = !![(v 2 : ℂ), v 0 - v 1 * Complex.I; v 0 + v 1 * Complex.I, -v 2] := by
  ext i j
  fin_cases i <;> fin_cases j <;>
    simp [sigmaDot, pauli, Fin.sum_univ_three, sub_eq_add_neg]
```

The Pauli product is then checked entry by entry. `Complex.ext` splits each entry into real and imaginary parts, and `ring` settles the resulting polynomial identities.

```lean
/-- The Pauli product `(σ·p')(σ·p) = p·p' - i σ·(p × p')`. -/
theorem sigmaDot_mul (p p' : Fin 3 → ℝ) :
    sigmaDot p' * sigmaDot p = ((p ⬝ᵥ p' : ℝ) : ℂ) • (1 : Matrix (Fin 2) (Fin 2) ℂ)
      - Complex.I • sigmaDot (p ⨯₃ p') := by
  rw [sigmaDot_eq p', sigmaDot_eq p, sigmaDot_eq (p ⨯₃ p')]
  ext i j
  fin_cases i <;> fin_cases j <;> apply Complex.ext <;>
    simp [Matrix.mul_apply, Fin.sum_univ_two, Fin.sum_univ_three, cross_apply,
      dotProduct] <;> ring
```

The next two lemmas are the trace formulas for general \(\mathbf v\), with `Complex.normSq` for the squared modulus. Where the derivation by hand uses the algebra of the Pauli matrices, the proofs expand the matrix entries.

```lean
/-- The intensity of `f + i g σ·v` is `2(|f|² + |g|² v·v)`. -/
theorem intensity_amp (f g : ℂ) (v : Fin 3 → ℝ) :
    intensity (amp f g v)
      = ((2 * (Complex.normSq f + Complex.normSq g * (v ⬝ᵥ v)) : ℝ) : ℂ) := by
  rw [intensity, amp, sigmaDot_eq]
  simp only [Matrix.trace_fin_two, Matrix.mul_apply, Fin.sum_univ_two,
    Matrix.conjTranspose_apply, Matrix.add_apply, Matrix.smul_apply]
  apply Complex.ext <;>
    simp [dotProduct, Fin.sum_univ_three, Complex.normSq_apply] <;> ring

/-- The spin trace of `M = f + i g σ·v` is `Tr(M M† σ) = 4 Im(f g*) v`. -/
theorem spin_trace_amp (f g : ℂ) (v : Fin 3 → ℝ) (k : Fin 3) :
    (amp f g v * (amp f g v)ᴴ * pauli k).trace
      = ((4 * (f * conj g).im * v k : ℝ) : ℂ) := by
  rw [amp, sigmaDot_eq]
  simp only [Matrix.trace_fin_two, Matrix.mul_apply, Fin.sum_univ_two,
    Matrix.conjTranspose_apply, Matrix.add_apply, Matrix.smul_apply]
  fin_cases k <;> apply Complex.ext <;> simp [pauli] <;> ring
```

The intensity is positive because \(\mathbf v\cdot\mathbf v>0\) and at least one of \(|f|^2,|g|^2\) is positive. The proof treats the two cases separately.

```lean
/-- If `v ≠ 0` and `f`, `g` are not both zero, `f + i g σ·v` has nonzero intensity. -/
theorem intensity_amp_ne_zero {f g : ℂ} {v : Fin 3 → ℝ} (hv : v ≠ 0)
    (h : f ≠ 0 ∨ g ≠ 0) : intensity (amp f g v) ≠ 0 := by
  have hpos : 0 < v ⬝ᵥ v :=
    lt_of_le_of_ne (Finset.sum_nonneg fun i _ => mul_self_nonneg (v i))
      (Ne.symm (mt dotProduct_self_eq_zero.mp hv))
  have hf := Complex.normSq_nonneg f
  have hg := mul_nonneg (Complex.normSq_nonneg g) hpos.le
  have key : 0 < 2 * (Complex.normSq f + Complex.normSq g * (v ⬝ᵥ v)) := by
    rcases h with h | h
    · have := Complex.normSq_pos.mpr h
      linarith
    · have := mul_pos (Complex.normSq_pos.mpr h) hpos
      linarith
  rw [intensity_amp]
  exact Complex.ofReal_ne_zero.mpr key.ne'
```

## From the general formula to the Born matrix

The hypothesis `n ⬝ᵥ n = 1` says that \(\mathbf n\) is a unit vector, and `h` says that \(f,g\) are not both zero. The proof substitutes the two traces and cancels their common factor of 2.

```lean
/-- For a unit vector `n` and `f`, `g` not both zero, `f + i g σ·n` has nonzero intensity
and polarization vector `2 Im(f g*) n / (|f|² + |g|²)`. -/
theorem polarization_amp {f g : ℂ} {n : Fin 3 → ℝ} (hn : n ⬝ᵥ n = 1)
    (h : f ≠ 0 ∨ g ≠ 0) :
    intensity (amp f g n) ≠ 0 ∧ ∀ k, polarization (amp f g n) k
      = ((2 * (f * conj g).im / (Complex.normSq f + Complex.normSq g) * n k : ℝ) : ℂ) := by
  have hn0 : n ≠ 0 := by
    rintro rfl
    simp at hn
  have hI := intensity_amp_ne_zero hn0 h
  have hD : Complex.normSq f + Complex.normSq g ≠ 0 := by
    intro h0
    apply hI
    rw [intensity_amp, hn, mul_one, h0]
    simp
  refine ⟨hI, fun k => ?_⟩
  rw [polarization, spin_trace_amp, intensity_amp, hn, mul_one, ← Complex.ofReal_div]
  congr 1
  rw [div_mul_eq_mul_div, div_eq_div_iff (mul_ne_zero two_ne_zero hD) hD]
  ring
```

The next theorem makes three statements: the normal has unit length, \(g\) is nonzero, and the Born matrix equals `amp` with the real \(f,g\) found above. In the proof, `hL` shows that \(|\mathbf p\times\mathbf p'|\ne0\). The identity `hc` cancels this length between \(g\) and \(\mathbf n\), and `module` collects the matrix coefficients.

```lean
/-- For `E + m ≠ 0` and `p × p' ≠ 0` the Born matrix is `f + i g σ·n` with `n` the unit
normal, real `f = E + m + p·p'/(E+m)` and real nonzero `g = -|p × p'|/(E+m)`. -/
theorem born_eq_amp {E m : ℝ} {p p' : Fin 3 → ℝ} (hE : E + m ≠ 0) (hp : p ⨯₃ p' ≠ 0) :
    normal p p' ⬝ᵥ normal p p' = 1 ∧ -crossLength p p' / (E + m) ≠ 0 ∧
    born E m p p' = amp ((E + m + (p ⬝ᵥ p') / (E + m) : ℝ) : ℂ)
      ((-crossLength p p' / (E + m) : ℝ) : ℂ) (normal p p') := by
  have h0 : 0 ≤ (p ⨯₃ p') ⬝ᵥ (p ⨯₃ p') :=
    Finset.sum_nonneg fun i _ => mul_self_nonneg ((p ⨯₃ p') i)
  have hsq : crossLength p p' * crossLength p p' = (p ⨯₃ p') ⬝ᵥ (p ⨯₃ p') :=
    Real.mul_self_sqrt h0
  have hL : crossLength p p' ≠ 0 := by
    intro h
    rw [h, mul_zero] at hsq
    exact hp (dotProduct_self_eq_zero.mp hsq.symm)
  refine ⟨?_, div_ne_zero (neg_ne_zero.mpr hL) hE, ?_⟩
  · rw [normal, smul_dotProduct, dotProduct_smul, ← hsq, smul_eq_mul, smul_eq_mul]
    field_simp
  · -- the length of `p × p'` cancels between `g` and the unit normal
    have hs : sigmaDot (normal p p')
        = (((crossLength p p')⁻¹ : ℝ) : ℂ) • sigmaDot (p ⨯₃ p') := by
      simp only [sigmaDot, normal, Finset.smul_sum, smul_smul, Pi.smul_apply,
        smul_eq_mul, Complex.ofReal_mul]
    have hc : ((-crossLength p p' / (E + m) : ℝ) : ℂ) * (((crossLength p p')⁻¹ : ℝ) : ℂ)
        = -(((E + m)⁻¹ : ℝ) : ℂ) := by
      rw [← Complex.ofReal_mul, ← Complex.ofReal_neg]
      congr 1
      field_simp
    rw [born, amp, sigmaDot_mul, hs, smul_smul, mul_assoc, hc]
    push_cast
    module
```

The absence of polarization follows by inserting these amplitudes into the general formula. Complex conjugation leaves the real \(g\) unchanged, and the product of two real numbers has no imaginary part.

```lean
/-- For `E + m ≠ 0` and `p × p' ≠ 0` the Born matrix has nonzero intensity and produces
no polarization. -/
theorem born_no_polarization {E m : ℝ} {p p' : Fin 3 → ℝ} (hE : E + m ≠ 0)
    (hp : p ⨯₃ p' ≠ 0) :
    intensity (born E m p p') ≠ 0 ∧ ∀ k, polarization (born E m p p') k = 0 := by
  obtain ⟨hn, hg, hM⟩ := born_eq_amp hE hp
  rw [hM]
  obtain ⟨hI, hP⟩ := polarization_amp hn (Or.inr (Complex.ofReal_ne_zero.mpr hg))
  refine ⟨hI, fun k => ?_⟩
  -- the product of two real amplitudes has no imaginary part
  rw [hP k, Complex.conj_ofReal, ← Complex.ofReal_mul, Complex.ofReal_im]
  simp
```

## The phase criterion for a mixed field

The last theorem states the criterion for complex \(V,S\) not both zero. Its proof abbreviates \(E+m\) and its inverse as `a` and `e`, with `hae` recording that their product is 1. The equation `hM` identifies \(F\) and \(G\), `him` is the identity \(\mathrm{Im}(FG^*)=2\,\mathrm{Im}(VS^*)\), and `hfg` shows that the two amplitudes are not both zero.

If the polarization vanishes, the proof picks a component in which \(\mathbf p\times\mathbf p'\) is nonzero; the spin trace there forces \(\mathrm{Im}(VS^*)=0\). Conversely, this condition makes every component of the spin trace zero.

```lean
/-- Let `E + m ≠ 0`, `p × p' ≠ 0`, and let a field have vector strength `V` and scalar
strength `S`, complex and not both zero. Its Born matrix has nonzero intensity, and the
polarization vanishes exactly when `Im(V S*) = 0`. -/
theorem mixed_no_polarization_iff {E m : ℝ} {p p' : Fin 3 → ℝ} {V S : ℂ}
    (hE : E + m ≠ 0) (hp : p ⨯₃ p' ≠ 0) (hVS : V ≠ 0 ∨ S ≠ 0) :
    intensity (V • born E m p p' + S • scalarBorn E m p p') ≠ 0 ∧
    ((∀ k, polarization (V • born E m p p' + S • scalarBorn E m p p') k = 0)
      ↔ (V * conj S).im = 0) := by
  obtain ⟨a, ha⟩ : ∃ a, a = E + m := ⟨_, rfl⟩
  obtain ⟨e, he⟩ : ∃ e, e = (E + m)⁻¹ := ⟨_, rfl⟩
  have hae : a * e = 1 := by rw [ha, he, mul_inv_cancel₀ hE]
  have hM : V • born E m p p' + S • scalarBorn E m p p'
      = amp ((V + S) * a + (V - S) * e * ((p ⬝ᵥ p' : ℝ) : ℂ)) (-(V - S) * e)
        (p ⨯₃ p') := by
    rw [born, scalarBorn, amp, sigmaDot_mul, ← he, ← ha]
    module
  -- the identity `Im(F G*) = 2 Im(V S*)`
  have him : (((V + S) * a + (V - S) * e * ((p ⬝ᵥ p' : ℝ) : ℂ))
      * conj (-(V - S) * e)).im = 2 * (V * conj S).im := by
    simp only [Complex.mul_im, Complex.mul_re, Complex.add_re, Complex.add_im,
      Complex.sub_re, Complex.sub_im, Complex.neg_re, Complex.neg_im, Complex.conj_re,
      Complex.conj_im, Complex.ofReal_re, Complex.ofReal_im]
    linear_combination 2 * (V.im * S.re - V.re * S.im) * hae
  have hfg : (V + S) * a + (V - S) * e * ((p ⬝ᵥ p' : ℝ) : ℂ) ≠ 0 ∨ -(V - S) * e ≠ 0 := by
    by_contra hcon
    rw [not_or, not_not, not_not] at hcon
    obtain ⟨h1, h2⟩ := hcon
    have hc : (a : ℂ) * e = 1 := by exact_mod_cast hae
    have hd : V - S = 0 := by linear_combination (-(a : ℂ)) * h2 - (V - S) * hc
    have hs : V + S = 0 := by
      rw [hd] at h1
      linear_combination (e : ℂ) * h1 - (V + S) * hc
    rcases hVS with h | h
    · exact h (by linear_combination (hd + hs) / 2)
    · exact h (by linear_combination (hs - hd) / 2)
  have hI := intensity_amp_ne_zero hp hfg
  rw [hM]
  refine ⟨hI, fun h => ?_, fun h k => ?_⟩
  · obtain ⟨k, hk⟩ := Function.ne_iff.mp hp
    have h1 := h k
    rw [polarization, div_eq_zero_iff] at h1
    have h2 := h1.resolve_right hI
    rw [spin_trace_amp, him, Complex.ofReal_eq_zero] at h2
    have h3 := (mul_eq_zero.mp h2).resolve_right hk
    linarith
  · rw [polarization, spin_trace_amp, him, h]
    simp

end

end BornPolarization
```

```lean
#print axioms BornPolarization.born_no_polarization
#print axioms BornPolarization.mixed_no_polarization_iff
```

```
'BornPolarization.born_no_polarization' depends on axioms: [propext, Classical.choice, Quot.sound]
'BornPolarization.mixed_no_polarization_iff' depends on axioms: [propext, Classical.choice, Quot.sound]
```
